# Complementary smoothstep switches of every order sum to one

## From a linear blend to a smooth one

Two molecules move apart, and between the distances $r_1$ and $r_2$ a simulation passes from an inner description with energy $E_A$ to an outer one with energy $E_B$. With $t=(r-r_1)/(r_2-r_1)$, the simplest blend gives $E_A$ the weight $P_0(t)=1-t$ and $E_B$ the weight $t=P_0(1-t)$. The weights sum to one, but their slopes jump at both ends of the interval, and so in general does the force.

Add the correction $t(1-t)(1-2t)$ to the first weight:
$$P_1(t)=(1-t)+t(1-t)(1-2t)=(1-t)^2(1+2t).$$
The slope is now $-6t(1-t)$, which vanishes at both ends. The correction changes sign when $t$ and $1-t$ are exchanged, so it drops out of $P_1(t)+P_1(1-t)$, and the sum is still one. Each higher order repeats this step with another odd correction.

## The switch of order n

For a natural number $n$ define
$$P_n(t)=(1-t)^{n+1}\sum_{k=0}^{n}\binom{n+k}{k}t^k .$$
The main result is
$$P_n(t)+P_n(1-t)=1 .$$
Many texts use the name smoothstep for the function that rises from 0 to 1. Here $P_n$ falls from 1 to 0, and the rising function is $P_n(1-t)$.

In molecular simulation the identity means that a blend governed by one scalar variable $t$ returns the common energy wherever the two descriptions agree.

## The recursion in the order

Multiply a truncated binomial series by $1-t$ and collect powers of $t$, with $\binom{n}{-1}=0$:
$$(1-t)\sum_{k=0}^{m}\binom{n+1+k}{k}t^k=\sum_{k=0}^{m}\left[\binom{n+1+k}{k}-\binom{n+k}{k-1}\right]t^k-\binom{n+1+m}{m}t^{m+1}.$$
By Pascal's rule the bracket is $\binom{n+k}{k}$. One boundary term remains.

Now set $m=n+1$ and multiply by $(1-t)^{n+1}$. The left side becomes $P_{n+1}(t)$. On the right, the terms up to $k=n$ give $P_n(t)$, and the term $k=n+1$ stands apart:
$$P_{n+1}(t)=P_n(t)+(1-t)^{n+1}\left[\binom{2n+1}{n+1}t^{n+1}-\binom{2n+2}{n+1}t^{n+2}\right].$$
Write $c_n=\binom{2n+1}{n}$. Symmetry gives $\binom{2n+1}{n+1}=c_n$, and Pascal's rule then gives $\binom{2n+2}{n+1}=2c_n$. Hence
$$P_{n+1}(t)=P_n(t)+c_n\,t^{n+1}(1-t)^{n+1}(1-2t).$$

Under $t\mapsto 1-t$ the product $t^{n+1}(1-t)^{n+1}$ is unchanged, while $1-2t$ becomes $-(1-2t)$. The corrections cancel in the sum, so
$$P_{n+1}(t)+P_{n+1}(1-t)=P_n(t)+P_n(1-t).$$
Since $P_0(t)+P_0(1-t)=(1-t)+t=1$, induction proves the identity. The factor $(1-t)^{n+1}$ gives $P_n(1)=0$, and the identity at $t=0$ then gives $P_n(0)=1$.

## Slope, bounds and monotonicity

For real $t$ the slope is
$$P_n'(t)=-(2n+1)\binom{2n}{n}t^n(1-t)^n .$$
At $n=0$ this is $-1$. For the induction step put $u=t(1-t)$, so that $u'=1-2t$ and $(1-2t)^2=1-4u$. The correction has the derivative
$$c_n\left[(n+1)u^n(1-4u)-2u^{n+1}\right]=c_n(n+1)u^n-2(2n+3)c_n u^{n+1}.$$
Because $(2n+1)\binom{2n}{n}=(n+1)c_n$, the first term cancels $P_n'(t)$. Because $2c_n=\binom{2n+2}{n+1}$, the second is the claimed slope at order $n+1$.

For $0\le t\le1$ every factor in the definition is nonnegative, so $P_n(t)\ge0$ and $P_n(1-t)\ge0$. As they sum to one, neither exceeds one. The slope is negative for $0<t<1$, so $P_n$ decreases strictly on the closed interval, although for $n\ge1$ the slope vanishes at the ends.

## Blending two energies between 10 and 12 Å

Take $n=2$, $r_1=10$ Å and $r_2=12$ Å. Then
$$P_2(t)=(1-t)^3(1+3t+6t^2),\qquad P_2'(t)=-30t^2(1-t)^2 .$$
At $r=10.5$ Å, $t=0.25$. The inner energy has the weight $P_2(0.25)\approx0.8965$ and the outer one $P_2(0.75)\approx0.1035$. Differentiating $E=P_2(t)E_A+P_2(1-t)E_B$ gives the radial force
$$F=P_2(t)F_A+P_2(1-t)F_B-\frac{P_2'(t)}{r_2-r_1}(E_A-E_B),$$
where $F_A=-dE_A/dr$ and $F_B=-dE_B/dr$, with the orientations and internal geometries of the molecules held fixed. At this distance the last term is about $0.527\ \text{Å}^{-1}\,(E_A-E_B)$.

## The statement in Lean

`switch n t` is $P_n(t)$, with `t` in an arbitrary commutative ring `R`. The index set `range (n + 1)` is $\{0,\dots,n\}$, and the binomial coefficients are natural numbers cast into `R`. No division occurs, so `switch_add_switch_one_sub` holds in every characteristic. Taking `R` to be a polynomial ring and `t` its variable makes it an identity between polynomials.

The last three theorems concern real `t`. `HasDerivAt` says that the derivative exists and has the given value, `Set.Icc 0 1` is the closed interval $[0,1]$, and `StrictAntiOn` means strictly decreasing on a set.

The step left to the user is the joining of this polynomial to the constants 1 for $r<r_1$ and 0 for $r>r_2$. The endpoint values make the joined function continuous; the factor $t^n(1-t)^n$ in the slope suggests $n$ continuous derivatives, a consequence that is not formalised here.

```lean
import Mathlib

open Finset

namespace SmoothstepSwitch

/-- The switch of order `n`: `P_n(t) = (1-t)^(n+1) ∑_{k=0..n} C(n+k,k) t^k`,
over any commutative ring. -/
def switch {R : Type*} [CommRing R] (n : ℕ) (t : R) : R :=
  (1 - t) ^ (n + 1) * ∑ k ∈ range (n + 1), ((n + k).choose k : R) * t ^ k

/-- The central binomial coefficient `C(2n+2,n+1)` is twice `C(2n+1,n)`. -/
theorem central_choose (n : ℕ) :
    (2 * (n + 1)).choose (n + 1) = 2 * (2 * n + 1).choose n := by
  rw [show 2 * (n + 1) = (2 * n + 1) + 1 by omega, Nat.choose_succ_succ',
    Nat.choose_symm_half]
  ring

section Ring

variable {R : Type*} [CommRing R]

/-- Multiplying the sum of `C(n+1+k,k) t^k` over `k = 0..m` by `1 - t` gives the sum of
`C(n+k,k) t^k` over the same range, minus a single boundary term. -/
theorem telescope (n m : ℕ) (t : R) :
    (1 - t) * ∑ k ∈ range (m + 1), ((n + 1 + k).choose k : R) * t ^ k =
      ∑ k ∈ range (m + 1), ((n + k).choose k : R) * t ^ k
        - ((n + 1 + m).choose m : R) * t ^ (m + 1) := by
  induction m with
  | zero => simp
  | succ m ih =>
    -- Pascal's rule for the newly added coefficient
    have hp : ((n + 1 + (m + 1)).choose (m + 1) : R) =
        ((n + 1 + m).choose m : R) + ((n + (m + 1)).choose (m + 1) : R) := by
      have h : n + (m + 1) = n + 1 + m := by omega
      rw [h, ← Nat.cast_add]
      exact congrArg (fun x : ℕ => (x : R)) (Nat.choose_succ_succ' (n + 1 + m) m)
    rw [sum_range_succ (fun k => ((n + 1 + k).choose k : R) * t ^ k) (m + 1),
      sum_range_succ (fun k => ((n + k).choose k : R) * t ^ k) (m + 1)]
    linear_combination ih + t ^ (m + 1) * hp

/-- Raising the order of the switch by one adds a correction that is odd under the
exchange of `t` and `1 - t`. -/
theorem switch_succ (n : ℕ) (t : R) :
    switch (n + 1) t = switch n t +
      ((2 * n + 1).choose n : R) * (t ^ (n + 1) * (1 - t) ^ (n + 1) * (1 - 2 * t)) := by
  have h1 : (n + (n + 1)).choose (n + 1) = (2 * n + 1).choose n := by
    rw [show n + (n + 1) = 2 * n + 1 by omega, Nat.choose_symm_half]
  have h2 : (n + 1 + (n + 1)).choose (n + 1) = 2 * (2 * n + 1).choose n := by
    rw [show n + 1 + (n + 1) = 2 * (n + 1) by omega, central_choose]
  have h := telescope n (n + 1) t
  rw [sum_range_succ (fun k => ((n + k).choose k : R) * t ^ k) (n + 1),
    h1, h2, Nat.cast_mul, Nat.cast_ofNat] at h
  unfold switch
  linear_combination (1 - t) ^ (n + 1) * h

/-- Complementary switches of every order partition unity: `P_n(t) + P_n(1-t) = 1`
in every commutative ring. -/
theorem switch_add_switch_one_sub (n : ℕ) (t : R) :
    switch n t + switch n (1 - t) = 1 := by
  induction n with
  | zero => simp [switch]
  | succ n ih =>
    -- the two corrections cancel
    rw [switch_succ n t, switch_succ n (1 - t), sub_sub_cancel]
    linear_combination ih

/-- The switch is fully on at `t = 0` and fully off at `t = 1`. -/
theorem switch_endpoints (n : ℕ) :
    switch n (0 : R) = 1 ∧ switch n (1 : R) = 0 := by
  have h1 : switch n (1 : R) = 0 := by simp [switch]
  have h := switch_add_switch_one_sub n (0 : R)
  rw [sub_zero, h1, add_zero] at h
  exact ⟨h, h1⟩

end Ring

/-- The slope of the real switch is `-(2n+1) C(2n,n) t^n (1-t)^n`. -/
theorem hasDerivAt_switch (n : ℕ) (t : ℝ) :
    HasDerivAt (switch n)
      (-((2 * (n : ℝ) + 1) * ((2 * n).choose n : ℝ) * (t ^ n * (1 - t) ^ n))) t := by
  induction n with
  | zero =>
    have h : (switch 0 : ℝ → ℝ) = fun x => 1 - x := by
      funext x
      simp [switch]
    rw [h]
    exact ((hasDerivAt_id' t).const_sub 1).congr_deriv (by simp)
  | succ n ih =>
    have hf : (switch (n + 1) : ℝ → ℝ) = fun x => switch n x +
        ((2 * n + 1).choose n : ℝ) * (x ^ (n + 1) * (1 - x) ^ (n + 1) * (1 - 2 * x)) :=
      funext fun x => switch_succ n x
    -- the two binomial identities that merge the slopes
    have hc1 : (2 * (n : ℝ) + 1) * ((2 * n).choose n : ℝ) =
        ((2 * n + 1).choose n : ℝ) * ((n : ℝ) + 1) := by
      have h := Nat.add_one_mul_choose_eq (2 * n) n
      rw [Nat.choose_symm_half] at h
      exact_mod_cast h
    have hc2 : ((2 * (n + 1)).choose (n + 1) : ℝ) = 2 * ((2 * n + 1).choose n : ℝ) := by
      exact_mod_cast central_choose n
    have hx := (hasDerivAt_id' t).fun_pow (n + 1)
    have hy := ((hasDerivAt_id' t).const_sub 1).fun_pow (n + 1)
    have hz := ((hasDerivAt_id' t).const_mul 2).const_sub 1
    rw [hf]
    refine (ih.fun_add (((hx.fun_mul hy).fun_mul hz).const_mul
      ((2 * n + 1).choose n : ℝ))).congr_deriv ?_
    rw [hc2, hc1]
    simp only [Nat.add_sub_cancel, Nat.cast_add, Nat.cast_one]
    ring

/-- On the switching interval `0 ≤ t ≤ 1` the switch takes values between 0 and 1. -/
theorem switch_mem_Icc (n : ℕ) {t : ℝ} (ht : t ∈ Set.Icc (0 : ℝ) 1) :
    switch n t ∈ Set.Icc (0 : ℝ) 1 := by
  have pos : ∀ s : ℝ, 0 ≤ s → s ≤ 1 → 0 ≤ switch n s := fun s h0 h1 =>
    mul_nonneg (pow_nonneg (sub_nonneg.2 h1) _)
      (sum_nonneg fun k _ => mul_nonneg (Nat.cast_nonneg _) (pow_nonneg h0 _))
  -- the complementary switch is nonnegative too, and the two sum to one
  have h := pos (1 - t) (by linarith [ht.2]) (by linarith [ht.1])
  exact ⟨pos t ht.1 ht.2, by linarith [switch_add_switch_one_sub n t]⟩

/-- The switch decreases strictly on the interval `0 ≤ t ≤ 1`. -/
theorem switch_strictAntiOn (n : ℕ) :
    StrictAntiOn (switch n : ℝ → ℝ) (Set.Icc 0 1) := by
  refine strictAntiOn_of_deriv_neg (convex_Icc 0 1)
    (fun t _ => (hasDerivAt_switch n t).continuousAt.continuousWithinAt) ?_
  intro t ht
  rw [interior_Icc] at ht
  rw [(hasDerivAt_switch n t).deriv]
  have hc : (0 : ℝ) < ((2 * n).choose n : ℝ) :=
    Nat.cast_pos.2 (Nat.choose_pos (by omega))
  have hn : (0 : ℝ) < 2 * (n : ℝ) + 1 := by positivity
  exact neg_lt_zero.2 (mul_pos (mul_pos hn hc)
    (mul_pos (pow_pos ht.1 n) (pow_pos (sub_pos.2 ht.2) n)))

end SmoothstepSwitch
```

```lean
#print axioms SmoothstepSwitch.switch_add_switch_one_sub
-- 'SmoothstepSwitch.switch_add_switch_one_sub' depends on axioms: [propext, Classical.choice, Quot.sound]
#print axioms SmoothstepSwitch.switch_endpoints
-- 'SmoothstepSwitch.switch_endpoints' depends on axioms: [propext, Classical.choice, Quot.sound]
#print axioms SmoothstepSwitch.switch_mem_Icc
-- 'SmoothstepSwitch.switch_mem_Icc' depends on axioms: [propext, Classical.choice, Quot.sound]
#print axioms SmoothstepSwitch.switch_strictAntiOn
-- 'SmoothstepSwitch.switch_strictAntiOn' depends on axioms: [propext, Classical.choice, Quot.sound]
```

## How the Lean proof is built

`central_choose` is the relation $\binom{2n+2}{n+1}=2c_n$. It applies Pascal's rule, then the symmetry lemma `Nat.choose_symm_half`.

`telescope` is the product with $1-t$. The derivation above collects all powers at once, whereas Lean uses induction on the upper limit `m`. In the step, `hp` is Pascal's rule for the new coefficient, `sum_range_succ` splits off the last term of each sum, and `linear_combination` adds the induction hypothesis to $t^{m+1}$ times `hp`.

`switch_succ` is the recursion. It takes `telescope` at `m = n + 1`, rewrites the coefficient of the last term of the sum and that of the boundary term through `h1` and `h2` as $c_n$ and $2c_n$, and multiplies the result by $(1-t)^{n+1}$.

`switch_add_switch_one_sub` is the induction on the order. The recursion is applied at `t` and at `1 - t`, and `sub_sub_cancel` turns $1-(1-t)$ into $t$. The algebra inside `linear_combination ih` then cancels the odd corrections. `switch_endpoints` computes the value at 1 from the definition and obtains the value at 0 from the identity.

`hasDerivAt_switch` differentiates the recursion. The facts `hx`, `hy` and `hz` are the derivatives of $t^{n+1}$, $(1-t)^{n+1}$ and $1-2t$, which the product rule combines. The binomial relations `hc1` and `hc2` express both slopes through $c_n$, and `ring` confirms that they match.

In `switch_mem_Icc`, the auxiliary fact `pos` gives nonnegativity on the interval. It is used at `t` and at `1 - t`, and the identity supplies the upper bound. `switch_strictAntiOn` applies Mathlib's criterion for a continuous function on a convex set whose derivative is negative in the interior. The sign follows from the slope formula, whose factors apart from the leading minus are all positive there.
